# Kubo Dephasing with Exponential Correlations Lies within a Factor exp((Dτ)²) of Motionally Narrowed Decay

Let the angular frequency of a transition have stationary Gaussian fluctuations about its mean, with root-mean-square amplitude $D$ and correlation function $C(s)=D^2e^{-s/\tau}$, where $\tau>0$ is the correlation time. Define the lineshape function $g$ and the dephasing function $\varphi$ by

$$g(t)=\int_0^t (t-s)\,D^2e^{-s/\tau}\,ds,\qquad \varphi(t)=e^{-g(t)}.$$

Then, for every $t\ge 0$,

$$e^{-D^2\tau t}\;\le\;\varphi(t)\;\le\;e^{(D\tau)^2}\,e^{-D^2\tau t}.$$

The ratio $\varphi(t)/e^{-D^2\tau t}$ tends to $e^{(D\tau)^2}$ at long times, so no smaller constant works for all $t\ge0$. For frequencies sampled along a molecular dynamics trajectory, if they are well described as Gaussian with a single exponential correlation time, the bound limits the error of replacing $\varphi$ by the simple exponential $e^{-D^2\tau t}$: at $D\tau=0.1$ the relative error is at most about one per cent at all times $t\ge0$.

## Gaussian fluctuations with one correlation time

The first hypothesis is built into the definitions. Let $\delta\omega$ be a stationary, zero-mean fluctuation with correlation function $C$. The accumulated phase $\theta=\int_0^t\delta\omega(u)\,du$ has variance

$$\langle\theta^2\rangle=2\int_0^t(t-s)\,C(s)\,ds=2g(t),$$

because a time separation $s$ occurs with weight $t-s$ in each of the two time orders. If $\delta\omega$ is Gaussian, then $\langle e^{-i\theta}\rangle=e^{-\langle\theta^2\rangle/2}=e^{-g(t)}$. Without Gaussianity, higher cumulants enter the average; with a different $C$, the formulas below change.

The file starts from the outcome of this argument and contains no stochastic process.

```lean
import Mathlib

open Filter Topology

namespace KuboLineshape

noncomputable section
```

`lineshape D τ t` is the integral itself, not its closed form. All arguments are real numbers. $D$ is an angular frequency, so $g$ and $D\tau$ are dimensionless, and no sign is required of $D$ because only $D^2$ enters.

```lean
/-- The Kubo lineshape function for frequency fluctuations of amplitude `D` and
correlation time `τ ≠ 0`: the integral of `(t - s) D² exp(-s/τ)` over `0 ≤ s ≤ t`. -/
def lineshape (D τ t : ℝ) : ℝ :=
  ∫ s in (0 : ℝ)..t, (t - s) * (D ^ 2 * Real.exp (-s / τ))
```

`dephasing` is real: the oscillation at the mean frequency has been removed, and lifetime decay and the imaginary part of a quantum correlation function are left out. The theorems concern this function of time and not its Fourier transform, the spectrum.

```lean
/-- The dephasing function `exp(-g(t))` of the Kubo model, for `τ ≠ 0`. -/
def dephasing (D τ t : ℝ) : ℝ := Real.exp (-lineshape D τ t)
```

## A nonzero correlation time, τ ≠ 0

The closed form needs only that division by $\tau$ makes sense. By hand, take

$$F(s)=D^2e^{-s/\tau}\bigl(\tau^2-\tau(t-s)\bigr).$$

The product rule gives

$$F'(s)=D^2e^{-s/\tau}\bigl[-\tau+(t-s)+\tau\bigr]=(t-s)\,D^2e^{-s/\tau}.$$

Since $F(t)=D^2\tau^2e^{-t/\tau}$ and $F(0)=D^2(\tau^2-\tau t)$,

$$g(t)=F(t)-F(0)=D^2\tau^2\left(e^{-t/\tau}-1+\frac{t}{\tau}\right).$$

In the proof, `hF` states that $F$ is an antiderivative, with `h1` and `h2` differentiating its two factors. The fundamental theorem of calculus, `intervalIntegral.integral_eq_sub_of_hasDerivAt`, then evaluates the integral. The hypothesis `hτ` enters through `hi`, the identity $\tau^{-1}\tau=1$, which `linear_combination` uses to cancel factors of $\tau$.

```lean
/-- Closed form of the Kubo lineshape function. -/
theorem lineshape_eq (D t : ℝ) {τ : ℝ} (hτ : τ ≠ 0) :
    lineshape D τ t = D ^ 2 * τ ^ 2 * (Real.exp (-t / τ) - 1 + t / τ) := by
  have hi : τ⁻¹ * τ = 1 := inv_mul_cancel₀ hτ
  -- an explicit antiderivative of the integrand
  have hF : ∀ s ∈ Set.uIcc 0 t,
      HasDerivAt (fun s : ℝ => D ^ 2 * (Real.exp (-s / τ) * (τ ^ 2 - τ * (t - s))))
        ((t - s) * (D ^ 2 * Real.exp (-s / τ))) s := by
    intro s _
    have h1 : HasDerivAt (fun s : ℝ => Real.exp (-s / τ))
        (Real.exp (-s / τ) * (-1 / τ)) s :=
      ((hasDerivAt_id' s).fun_neg.div_const τ).exp
    have h2 : HasDerivAt (fun s : ℝ => τ ^ 2 - τ * (t - s)) τ s :=
      ((((hasDerivAt_id' s).const_sub t).const_mul τ).const_sub (τ ^ 2)).congr_deriv
        (by ring)
    refine ((h1.fun_mul h2).const_mul (D ^ 2)).congr_deriv ?_
    linear_combination D ^ 2 * Real.exp (-s / τ) * (t - s - τ) * hi
  have h0 : Real.exp (-0 / τ) = 1 := by simp
  rw [lineshape, intervalIntegral.integral_eq_sub_of_hasDerivAt hF
    (Continuous.intervalIntegrable (by fun_prop) _ _)]
  simp only [h0]
  linear_combination (-(D ^ 2 * τ * t)) * hi
```

At $\tau=0$ the equation fails in Lean whenever $D\ne0$ and $t\ne0$: division by zero returns zero, so the integral becomes $D^2t^2/2$ while the right-hand side is $0$. The physical limit of fast fluctuations is a different matter, treated at the end with $D$ growing as $\tau$ shrinks.

## Decaying correlations and forward time, τ > 0 and t ≥ 0

Positive $\tau$ means that the frequency loses memory of its past. Nonnegative $t$ means that dephasing is followed forward from preparation. Together they give $0\le s\le t$ and $e^{-s/\tau}\le1$ throughout the integral.

**Short times.** The exponential lies above its tangent at zero and below its initial value:

$$1-\frac{s}{\tau}\le e^{-s/\tau}\le 1.$$

Multiply by $D^2(t-s)\ge0$ and integrate. Both outer integrals are cases of

$$\int_0^t(t-s)D^2(1-ks)\,ds=D^2\left[t^2-\frac{(1+kt)t^2}{2}+\frac{kt^3}{3}\right]=\frac{D^2t^2}{2}-\frac{D^2kt^3}{6},$$

with $k=1/\tau$ on the left and $k=0$ on the right. This identity needs no hypothesis on $D$, $k$ or $t$, and Lean proves it by another explicit antiderivative.

```lean
/-- The lineshape integral with the linear function `D² (1 - k s)` in place of the correlation
function, for any real `k`. -/
theorem integral_linear_decay (D k t : ℝ) :
    ∫ s in (0 : ℝ)..t, (t - s) * (D ^ 2 * (1 - k * s)) =
      D ^ 2 * t ^ 2 / 2 - D ^ 2 * k * t ^ 3 / 6 := by
  have hF : ∀ s ∈ Set.uIcc 0 t,
      HasDerivAt (fun s : ℝ => D ^ 2 * t * s - D ^ 2 * (1 + k * t) / 2 * s ^ 2
        + D ^ 2 * k / 3 * s ^ 3) ((t - s) * (D ^ 2 * (1 - k * s))) s := by
    intro s _
    have h2 : HasDerivAt (fun s : ℝ => s ^ 2) (2 * s) s := by
      simpa using hasDerivAt_pow 2 s
    have h3 : HasDerivAt (fun s : ℝ => s ^ 3) (3 * s ^ 2) s := by
      simpa using hasDerivAt_pow 3 s
    exact ((((hasDerivAt_id' s).const_mul (D ^ 2 * t)).fun_sub
      (h2.const_mul (D ^ 2 * (1 + k * t) / 2))).fun_add
      (h3.const_mul (D ^ 2 * k / 3))).congr_deriv (by ring)
  rw [intervalIntegral.integral_eq_sub_of_hasDerivAt hF
    (Continuous.intervalIntegrable (by fun_prop) _ _)]
  ring
```

The result is

$$\frac{D^2t^2}{2}-\frac{D^2t^3}{6\tau}\le g(t)\le\frac{D^2t^2}{2}.$$

In Lean, `intervalIntegral.integral_mono_on` turns the pointwise inequalities into inequalities between integrals. It takes `ht` to order the endpoints, and `hs.2`, which says $s\le t$, makes the weight nonnegative. The tangent bound is `Real.add_one_le_exp`. Positivity of $\tau$ is used in the upper half, where it makes the exponent $-s/\tau$ nonpositive.

```lean
/-- Short-time bounds: for `τ > 0` and `t ≥ 0`, `g(t)` is at most `D² t²/2` and falls short of it by
at most `D² t³/(6τ)`. -/
theorem lineshape_short_time (D : ℝ) {τ t : ℝ} (hτ : 0 < τ) (ht : 0 ≤ t) :
    D ^ 2 * t ^ 2 / 2 - D ^ 2 * t ^ 3 / (6 * τ) ≤ lineshape D τ t ∧
      lineshape D τ t ≤ D ^ 2 * t ^ 2 / 2 := by
  constructor
  · -- the exponential lies above its tangent at zero
    calc D ^ 2 * t ^ 2 / 2 - D ^ 2 * t ^ 3 / (6 * τ)
        = ∫ s in (0 : ℝ)..t, (t - s) * (D ^ 2 * (1 - τ⁻¹ * s)) := by
          rw [integral_linear_decay]; ring
      _ ≤ lineshape D τ t := by
          refine intervalIntegral.integral_mono_on ht
            (Continuous.intervalIntegrable (by fun_prop) _ _)
            (Continuous.intervalIntegrable (by fun_prop) _ _) fun s hs => ?_
          have h : 1 - τ⁻¹ * s ≤ Real.exp (-s / τ) := by
            calc 1 - τ⁻¹ * s = -s / τ + 1 := by ring
              _ ≤ _ := Real.add_one_le_exp _
          exact mul_le_mul_of_nonneg_left
            (mul_le_mul_of_nonneg_left h (sq_nonneg D)) (sub_nonneg.2 hs.2)
  · -- the correlation function never exceeds its initial value
    calc lineshape D τ t
        ≤ ∫ s in (0 : ℝ)..t, (t - s) * (D ^ 2 * (1 - 0 * s)) := by
          refine intervalIntegral.integral_mono_on ht
            (Continuous.intervalIntegrable (by fun_prop) _ _)
            (Continuous.intervalIntegrable (by fun_prop) _ _) fun s hs => ?_
          have h : Real.exp (-s / τ) ≤ 1 - 0 * s := by
            rw [zero_mul, sub_zero]
            exact Real.exp_le_one_iff.2
              (div_nonpos_of_nonpos_of_nonneg (neg_nonpos.2 hs.1) hτ.le)
          exact mul_le_mul_of_nonneg_left
            (mul_le_mul_of_nonneg_left h (sq_nonneg D)) (sub_nonneg.2 hs.2)
      _ = D ^ 2 * t ^ 2 / 2 := by rw [integral_linear_decay]; ring
```

**All times.** Multiplying out the closed form separates a linear term from one that saturates:

$$g(t)=D^2\tau t-(D\tau)^2\bigl(1-e^{-t/\tau}\bigr).$$

This rearrangement again needs only $\tau\ne0$.

```lean
/-- For `τ ≠ 0`, the lineshape function is the linear law `D² τ t` minus `(D τ)² (1 - exp(-t/τ))`.
-/
theorem lineshape_eq_linear_sub (D t : ℝ) {τ : ℝ} (hτ : τ ≠ 0) :
    lineshape D τ t = D ^ 2 * τ * t - (D * τ) ^ 2 * (1 - Real.exp (-t / τ)) := by
  have hi : τ⁻¹ * τ = 1 := inv_mul_cancel₀ hτ
  rw [lineshape_eq D t hτ]
  linear_combination (D ^ 2 * τ * t) * hi
```

For $\tau>0$ and $t\ge0$, the bracket $1-e^{-t/\tau}$ lies between $0$ and $1$, hence

$$D^2\tau t-(D\tau)^2\le g(t)\le D^2\tau t.$$

The proof records $e^{-t/\tau}\le1$ as `h1`, the only step that uses the signs of $\tau$ and $t$; the rewriting step takes from `hτ` only that $\tau\ne0$. The facts `ha` and `hb` say that $(D\tau)^2e^{-t/\tau}$ and $(D\tau)^2(1-e^{-t/\tau})$ are nonnegative; `linarith` obtains one bound from each.

```lean
/-- Linear bounds: for `τ > 0` and `t ≥ 0`, `g(t)` is at most `D² τ t` and falls short of it by at
most `(D τ)²`. -/
theorem lineshape_linear_bounds (D : ℝ) {τ t : ℝ} (hτ : 0 < τ) (ht : 0 ≤ t) :
    D ^ 2 * τ * t - (D * τ) ^ 2 ≤ lineshape D τ t ∧
      lineshape D τ t ≤ D ^ 2 * τ * t := by
  have h1 : Real.exp (-t / τ) ≤ 1 := Real.exp_le_one_iff.2
    (div_nonpos_of_nonpos_of_nonneg (neg_nonpos.2 ht) hτ.le)
  have ha := mul_nonneg (sq_nonneg (D * τ)) (Real.exp_pos (-t / τ)).le
  have hb := mul_nonneg (sq_nonneg (D * τ)) (sub_nonneg.2 h1)
  rw [lineshape_eq_linear_sub D t hτ.ne']
  constructor <;> linarith
```

**From $g$ to $\varphi$.** Negation reverses the inequalities and exponentiation preserves order. The short-time bounds become

$$e^{-D^2t^2/2}\le\varphi(t)\le e^{D^2t^3/(6\tau)}\,e^{-D^2t^2/2}.$$

Thus $\varphi$ is close to a Gaussian in time while $D^2t^3\ll6\tau$. Lean merges the product of exponentials with `Real.exp_add` and compares exponents.

```lean
/-- The dephasing function is at least the Gaussian `exp(-D² t²/2)` and exceeds it by at most the
factor `exp(D² t³/(6τ))`, for `τ > 0` and `t ≥ 0`. -/
theorem dephasing_gaussian_bounds (D : ℝ) {τ t : ℝ} (hτ : 0 < τ) (ht : 0 ≤ t) :
    Real.exp (-(D ^ 2 * t ^ 2 / 2)) ≤ dephasing D τ t ∧
      dephasing D τ t ≤
        Real.exp (D ^ 2 * t ^ 3 / (6 * τ)) * Real.exp (-(D ^ 2 * t ^ 2 / 2)) := by
  obtain ⟨hl, hu⟩ := lineshape_short_time D hτ ht
  rw [dephasing, ← Real.exp_add]
  exact ⟨Real.exp_le_exp.2 (by linarith), Real.exp_le_exp.2 (by linarith)⟩
```

The same step applied to the linear bounds gives the inequality stated at the start. For $\tau>0$ and $t\ge0$ it holds whatever the size of $D\tau$, but the ratio of its upper to its lower bound is close to $1$ only when $D\tau$ is small. The decay rate $D^2\tau=D\,(D\tau)$ is then much smaller than $D$, which is the sense of "narrowed".

```lean
/-- The dephasing function is at least the motionally narrowed decay `exp(-D² τ t)` and
exceeds it by at most the factor `exp((D τ)²)`, at all times `t ≥ 0`. -/
theorem dephasing_motional_narrowing (D : ℝ) {τ t : ℝ} (hτ : 0 < τ) (ht : 0 ≤ t) :
    Real.exp (-(D ^ 2 * τ * t)) ≤ dephasing D τ t ∧
      dephasing D τ t ≤ Real.exp ((D * τ) ^ 2) * Real.exp (-(D ^ 2 * τ * t)) := by
  obtain ⟨hl, hu⟩ := lineshape_linear_bounds D hτ ht
  rw [dephasing, ← Real.exp_add]
  exact ⟨Real.exp_le_exp.2 (by linarith), Real.exp_le_exp.2 (by linarith)⟩
```

If just one of the two signs is reversed, with $D\ne0$ and $t\ne0$, the exponential exceeds $1$ inside the integration range. Both upper bounds on $g$ then fail, and with them both lower bounds on $\varphi$. For negative $\tau$ the correlations would grow with separation. For negative $t$ the formula is no longer the physical one, since a stationary classical correlation function depends on $|s|$. These failures, like those described below for other excluded parameters, come from the explicit formulas by hand and are not stated in the file.

## Memory loss at long times, τ > 0

For the limit $t\to\infty$, positivity of $\tau$ does more than fix a sign: it makes $e^{-t/\tau}$ vanish. By the rearranged closed form,

$$\frac{\varphi(t)}{e^{-D^2\tau t}}=\exp\!\left[(D\tau)^2\bigl(1-e^{-t/\tau}\bigr)\right]\longrightarrow e^{(D\tau)^2}.$$

Physically, dephasing starts more slowly than the exponential law, and this initial lag survives at long times as a constant factor.

In Lean, `atTop` expresses $t\to\infty$ and `𝓝` denotes the neighbourhoods of the limiting value. The proof obtains `he`, the decay of $e^{-t/\tau}$, from `hτ`; `hlim` gives the limit of the exponent, and continuity of the exponential carries it over to the ratio. No separate assumption $t\ge0$ is needed, because the limit concerns only large $t$.

```lean
/-- At long times the ratio of the dephasing function to `exp(-D² τ t)` tends to
`exp((D τ)²)`. -/
theorem dephasing_ratio_tendsto (D : ℝ) {τ : ℝ} (hτ : 0 < τ) :
    Tendsto (fun t => dephasing D τ t / Real.exp (-(D ^ 2 * τ * t))) atTop
      (𝓝 (Real.exp ((D * τ) ^ 2))) := by
  have he : Tendsto (fun t : ℝ => Real.exp (-t / τ)) atTop (𝓝 0) :=
    Real.tendsto_exp_atBot.comp (tendsto_neg_atTop_atBot.atBot_div_const hτ)
  have hlim : Tendsto (fun t : ℝ => (D * τ) ^ 2 * (1 - Real.exp (-t / τ))) atTop
      (𝓝 ((D * τ) ^ 2)) := by
    simpa only [sub_zero, mul_one] using (he.const_sub 1).const_mul ((D * τ) ^ 2)
  refine ((Real.continuous_exp.tendsto _).comp hlim).congr fun t => ?_
  rw [Function.comp_apply, dephasing, ← Real.exp_sub, lineshape_eq_linear_sub D t hτ.ne']
  congr 1
  ring
```

With $\tau<0$ and $D\ne0$, the term $e^{-t/\tau}$ would diverge and the ratio would tend to zero.

## A fixed nonnegative rate, Γ ≥ 0

The limit taken here makes the fluctuations faster and larger together, so that the decay rate stays fixed. If $D$ were held fixed instead, the rate $D^2\tau$ would itself vanish as $\tau\to0^+$, which is how faster motion narrows a line. Let $\Gamma\ge0$ be the prescribed value of $D^2\tau$, the decay rate of the limiting exponential. Then

$$D=\sqrt{\Gamma/\tau},\qquad (D\tau)^2=\Gamma\tau.$$

Nonnegativity of $\Gamma$ is what allows a real amplitude $D$. The main inequality becomes, for each $\tau>0$ and $t\ge0$,

$$e^{-\Gamma t}\le\varphi(t)\le e^{\Gamma\tau}e^{-\Gamma t}.$$

As $\tau\to0^+$ at fixed $t$, the factor $e^{\Gamma\tau}$ tends to $1$, and squeezing gives $\varphi(t)\to e^{-\Gamma t}$.

The theorem writes the changing amplitude explicitly as `Real.sqrt (Γ / τ)`, and `𝓝[>] 0` means that $\tau$ approaches zero through positive values. That one-sided approach supplies $\tau>0$ where the main inequality is used. In the proof, `h1` establishes $D^2\tau=\Gamma$, using `hΓ` to square the root, and `h2` establishes $(D\tau)^2=\Gamma\tau$. Together they rewrite `dephasing_motional_narrowing` into the two-sided bound `hb`. The limit of the upper bound is `hup`, and the squeeze theorem finishes the argument.

```lean
/-- Motional narrowing limit: if `τ → 0⁺` while the rate `Γ = D² τ` is held fixed, the dephasing
function at each time `t ≥ 0` tends to the exponential decay `exp(-Γ t)`. -/
theorem dephasing_tendsto_exponential {Γ t : ℝ} (hΓ : 0 ≤ Γ) (ht : 0 ≤ t) :
    Tendsto (fun τ => dephasing (Real.sqrt (Γ / τ)) τ t) (𝓝[>] 0)
      (𝓝 (Real.exp (-(Γ * t)))) := by
  have hc : Continuous (fun τ : ℝ => Real.exp (Γ * τ) * Real.exp (-(Γ * t))) := by
    fun_prop
  have hup : Tendsto (fun τ : ℝ => Real.exp (Γ * τ) * Real.exp (-(Γ * t))) (𝓝[>] 0)
      (𝓝 (Real.exp (-(Γ * t)))) := by
    have h0 := (hc.tendsto 0).mono_left (nhdsWithin_le_nhds (s := Set.Ioi (0 : ℝ)))
    simpa only [mul_zero, Real.exp_zero, one_mul] using h0
  -- at fixed rate the two bounds differ by the factor exp(Γ τ)
  have hb : ∀ τ : ℝ, 0 < τ →
      Real.exp (-(Γ * t)) ≤ dephasing (Real.sqrt (Γ / τ)) τ t ∧
        dephasing (Real.sqrt (Γ / τ)) τ t ≤
          Real.exp (Γ * τ) * Real.exp (-(Γ * t)) := by
    intro τ hτ
    have h1 : Real.sqrt (Γ / τ) ^ 2 * τ = Γ := by
      rw [Real.sq_sqrt (div_nonneg hΓ hτ.le), div_mul_cancel₀ _ hτ.ne']
    have h2 : (Real.sqrt (Γ / τ) * τ) ^ 2 = Γ * τ := by
      linear_combination τ * h1
    have h := dephasing_motional_narrowing (Real.sqrt (Γ / τ)) hτ ht
    rwa [h1, h2] at h
  refine tendsto_of_tendsto_of_tendsto_of_le_of_le' tendsto_const_nhds hup ?_ ?_
  · filter_upwards [self_mem_nhdsWithin] with τ hτ using (hb τ hτ).1
  · filter_upwards [self_mem_nhdsWithin] with τ hτ using (hb τ hτ).2

end

end KuboLineshape
```

For $\Gamma<0$ no real $D$ satisfies $D^2\tau=\Gamma$ with $\tau>0$, so there is no such family of fluctuations. The condition $t\ge0$ matters as well: for $t<0$ and $\Gamma>0$, the term $\Gamma\tau e^{-t/\tau}$ in $g$ diverges as $\tau\to0^+$, and $\varphi(t)$ tends to zero instead of $e^{-\Gamma t}$.

```lean
#print axioms KuboLineshape.dephasing_gaussian_bounds
#print axioms KuboLineshape.dephasing_motional_narrowing
#print axioms KuboLineshape.dephasing_ratio_tendsto
#print axioms KuboLineshape.dephasing_tendsto_exponential
```

```
'KuboLineshape.dephasing_gaussian_bounds' depends on axioms: [propext, Classical.choice, Quot.sound]
'KuboLineshape.dephasing_motional_narrowing' depends on axioms: [propext, Classical.choice, Quot.sound]
'KuboLineshape.dephasing_ratio_tendsto' depends on axioms: [propext, Classical.choice, Quot.sound]
'KuboLineshape.dephasing_tendsto_exponential' depends on axioms: [propext, Classical.choice, Quot.sound]
```
